# Two-point Gauss and Simpson values bracket an integral when the fourth derivative is non-negative

Two quadrature rules can agree perfectly and both be wrong. For $f(x)=3x^6-4x^4$ on $[-1,1]$, the two-point Gauss–Legendre rule and Simpson's rule both give $-2/3$, but the integral is $-26/35$. This worries me because I compute a free-energy difference by integrating a mean energy derivative over a coupling parameter, and every value of the integrand costs a simulation. I can afford about five points. Is there a condition on the integrand under which the gap between the two rules really bounds the error?

## A non-negative fourth derivative turns the gap into an error bound

Yes: it is enough that $f$ is four times continuously differentiable with $f''''\ge 0$ on $[a,b]$, $a<b$. The Gauss value $G$ is then at most the integral $I$, and $I$ is at most Simpson's value $S$. Your example violates the condition, since $f''''(x)=1080x^2-96$ is negative near $0$.

Let $c=(a+b)/2$ and $h=(b-a)/2$, and fold the integral about the midpoint:

$$I=\int_0^h g(t)\,dt,\qquad g(t)=f(c+t)+f(c-t).$$

**The slope ratio does not decrease.** We have $g'(t)=f'(c+t)-f'(c-t)$, so $g'(0)=0$, and $g'''(t)=f'''(c+t)-f'''(c-t)\ge 0$ because $f'''$ is non-decreasing. Hence $g'$ is convex on $[0,h]$. For $0\le s\le t$ with $t>0$, convexity between $0$ and $t$ gives $g'(s)\le (s/t)\,g'(t)$, that is, $t\,g'(s)\le s\,g'(t)$.

**Tangent parabola.** Fix $s$ in $(0,h]$. The function $2s\,g(u)-g'(s)u^2$ has derivative $2(s\,g'(u)-u\,g'(s))$, which is at most $0$ for $u\le s$ and at least $0$ for $u\ge s$. Its minimum is therefore at $u=s$, so

$$g(t)\ge g(s)+\frac{g'(s)}{2s}(t^2-s^2).$$

Integrating over $[0,h]$ gives

$$I\ge h\,g(s)+\frac{g'(s)}{2s}\left(\frac{h^3}{3}-hs^2\right).$$

At $s=h/\sqrt3$ the bracket vanishes, and $h\,g(h/\sqrt3)=G$.

**Chord parabola.** For $0<t\le h$, take the parabola tangent at $t$ and compare it with $g$ at $0$ and at $h$:

$$-t^2g'(t)\le 2t\,(g(0)-g(t)),\qquad (h^2-t^2)\,g'(t)\le 2t\,(g(h)-g(t)).$$

Multiply the first by $h^2-t^2$ and the second by $t^2$, then add. The slope terms cancel, and division by $2t$ leaves

$$h^2g(t)\le (h^2-t^2)\,g(0)+t^2g(h),$$

which is also true at $t=0$. Integrating and dividing by $h^2$ gives

$$I\le \frac h3\,(2g(0)+g(h))=\frac h3\,(f(a)+4f(c)+f(b))=S.$$

**Two ways to combine the values.** From $G\le I\le S$ it follows that $|I-(G+S)/2|\le (S-G)/2$. This is your error bound, and it uses five function values.

The combination $(3G+2S)/5$ is exact for polynomials of degree at most five, whatever the sign of $f''''$. In powers of $x-c$, the odd ones contribute nothing, and both rules are exact for powers $0$ and $2$. For the fourth power, $G=2h^5/9$, $S=2h^5/3$ and $I=2h^5/5$, so the weights $3/5$ and $2/5$ fit.

In the Lean version, `gaussTwo` and `simpson` are the two rules, `pairSum f c` is $g$ and `pairSlope f c` is $g'$. The hypothesis `ContDiff ℝ 4 f` asks for smoothness on the whole real line, while `h4` asks for `0 ≤ iteratedDeriv 4 f x` only on `Icc a b`, the closed interval. The bracket is `gaussTwo_le_integral_le_simpson`, and the error bound is `abs_integral_sub_mean_le`. In `weighted_mean_exact`, the numbers `k i` are the coefficients of $x^i$ for $i=0,\dots,5$, and $a$ and $b$ may be any real numbers.

```lean
import Mathlib

open Set

namespace TwoSidedQuadrature

noncomputable section

/-- The two-point Gauss–Legendre value for the integral of `f` from `a` to `b`. -/
def gaussTwo (f : ℝ → ℝ) (a b : ℝ) : ℝ :=
  (b - a) / 2 * (f ((a + b) / 2 - (b - a) / (2 * Real.sqrt 3))
    + f ((a + b) / 2 + (b - a) / (2 * Real.sqrt 3)))

/-- Simpson's value for the integral of `f` from `a` to `b`. -/
def simpson (f : ℝ → ℝ) (a b : ℝ) : ℝ :=
  (b - a) / 6 * (f a + 4 * f ((a + b) / 2) + f b)

/-- The sum of the values of `f` at the two points at displacement `t` on either side of `c`. -/
def pairSum (f : ℝ → ℝ) (c t : ℝ) : ℝ := f (c + t) + f (c - t)

/-- The difference of the slopes of `f` at `c + t` and at `c - t`. -/
def pairSlope (f : ℝ → ℝ) (c t : ℝ) : ℝ := deriv f (c + t) - deriv f (c - t)

/-- For a four times continuously differentiable function, each derivative of order below four
has the next one as its derivative. -/
theorem hasDerivAt_iter {f : ℝ → ℝ} (hf : ContDiff ℝ 4 f) (k m : ℕ) (hm : m = k + 1)
    (h4 : m ≤ 4) (x : ℝ) : HasDerivAt (iteratedDeriv k f) (iteratedDeriv m f x) x := by
  subst hm
  have hk : k < 4 := by omega
  rw [iteratedDeriv_succ]
  exact ((hf.differentiable_iteratedDeriv k (by exact_mod_cast hk)) x).hasDerivAt

/-- For four times continuously differentiable `f`, the derivative of the pair sum with respect
to the displacement is the pair slope. -/
theorem hasDerivAt_pairSum {f : ℝ → ℝ} (hf : ContDiff ℝ 4 f) (c t : ℝ) :
    HasDerivAt (pairSum f c) (pairSlope f c t) t := by
  have h1 := HasDerivAt.comp_const_add c t (hasDerivAt_iter hf 0 1 rfl (by norm_num) (c + t))
  have h2 := HasDerivAt.comp_const_sub c t (hasDerivAt_iter hf 0 1 rfl (by norm_num) (c - t))
  simp only [iteratedDeriv_zero, iteratedDeriv_one] at h1 h2
  exact (h1.fun_add h2).congr_deriv (by simp only [pairSlope]; ring)

/-- If `f` is four times continuously differentiable with `f'''' ≥ 0` on `[c - h, c + h]`, the pair
slope divided by the displacement does not decrease on `(0, h]`; the statement is cleared of
denominators. -/
theorem pairSlope_ratio_mono {f : ℝ → ℝ} (hf : ContDiff ℝ 4 f) {c h s t : ℝ}
    (h4 : ∀ x ∈ Icc (c - h) (c + h), 0 ≤ iteratedDeriv 4 f x)
    (hs : 0 ≤ s) (hst : s ≤ t) (hth : t ≤ h) :
    t * pairSlope f c s ≤ s * pairSlope f c t := by
  have D3 := hasDerivAt_iter hf 3 4 rfl le_rfl
  have mono : MonotoneOn (iteratedDeriv 3 f) (Icc (c - h) (c + h)) :=
    monotoneOn_of_deriv_nonneg (convex_Icc _ _)
      (fun x _ => (D3 x).continuousAt.continuousWithinAt)
      (fun x _ => (D3 x).differentiableAt.differentiableWithinAt)
      (fun x hx => by rw [(D3 x).deriv]; exact h4 x (interior_subset hx))
  have d1 : ∀ u, HasDerivAt (pairSlope f c)
      (iteratedDeriv 2 f (c + u) + iteratedDeriv 2 f (c - u)) u := by
    intro u
    have h1 := HasDerivAt.comp_const_add c u (hasDerivAt_iter hf 1 2 rfl (by norm_num) (c + u))
    have h2 := HasDerivAt.comp_const_sub c u (hasDerivAt_iter hf 1 2 rfl (by norm_num) (c - u))
    simp only [iteratedDeriv_one] at h1 h2
    exact (h1.fun_sub h2).congr_deriv (by ring)
  have d2 : ∀ u, HasDerivAt (fun u => iteratedDeriv 2 f (c + u) + iteratedDeriv 2 f (c - u))
      (iteratedDeriv 3 f (c + u) - iteratedDeriv 3 f (c - u)) u := by
    intro u
    have h1 := HasDerivAt.comp_const_add c u (hasDerivAt_iter hf 2 3 rfl (by norm_num) (c + u))
    have h2 := HasDerivAt.comp_const_sub c u (hasDerivAt_iter hf 2 3 rfl (by norm_num) (c - u))
    exact (h1.fun_add h2).congr_deriv (by ring)
  -- the pair slope is convex because the third derivative does not decrease
  have conv : ConvexOn ℝ (Icc 0 h) (pairSlope f c) :=
    convexOn_of_hasDerivWithinAt2_nonneg (convex_Icc 0 h)
      (fun u _ => (d1 u).continuousAt.continuousWithinAt)
      (fun u _ => (d1 u).hasDerivWithinAt) (fun u _ => (d2 u).hasDerivWithinAt)
      (fun u hu => by
        have hu' : u ∈ Icc 0 h := interior_subset hu
        obtain ⟨hu0, huh⟩ := hu'
        exact sub_nonneg.2 (mono ⟨by linarith, by linarith⟩ ⟨by linarith, by linarith⟩
          (by linarith)))
  rcases eq_or_lt_of_le (hs.trans hst) with h0 | h0
  · have ht : t = 0 := h0.symm
    have hs0 : s = 0 := by linarith
    simp [hs0, ht]
  · -- convexity between displacement zero, where the slope vanishes, and `t`
    have hle : s / t ≤ 1 := (div_le_one h0).2 hst
    have k := conv.2 (⟨le_rfl, by linarith⟩ : (0 : ℝ) ∈ Icc 0 h) (⟨h0.le, hth⟩ : t ∈ Icc 0 h)
      (sub_nonneg.2 hle) (div_nonneg hs h0.le) (by ring)
    have p0 : pairSlope f c 0 = 0 := by simp [pairSlope]
    have e : s / t * t = s := div_mul_cancel₀ s h0.ne'
    simp only [smul_eq_mul, mul_zero, zero_add, p0, e] at k
    calc t * pairSlope f c s ≤ t * (s / t * pairSlope f c t) :=
          mul_le_mul_of_nonneg_left k h0.le
      _ = (s / t * t) * pairSlope f c t := by ring
      _ = s * pairSlope f c t := by rw [e]

/-- If `f` is four times continuously differentiable with `f'''' ≥ 0` on `[c - h, c + h]`, the pair
sum lies on `[0, h]` above the even parabola that touches it at `s` in `(0, h]`; the statement is
multiplied by `2 s`. -/
theorem pairSum_tangent {f : ℝ → ℝ} (hf : ContDiff ℝ 4 f) {c h s t : ℝ}
    (h4 : ∀ x ∈ Icc (c - h) (c + h), 0 ≤ iteratedDeriv 4 f x)
    (hs : 0 ≤ s) (hsh : s ≤ h) (ht : 0 ≤ t) (hth : t ≤ h) :
    pairSlope f c s * (t ^ 2 - s ^ 2) ≤ 2 * s * (pairSum f c t - pairSum f c s) := by
  have D : ∀ u, HasDerivAt (fun u => 2 * s * pairSum f c u - pairSlope f c s * u ^ 2)
      (2 * (s * pairSlope f c u - u * pairSlope f c s)) u := by
    intro u
    have hq : HasDerivAt (fun u : ℝ => u ^ 2) (2 * u) u := by simpa using hasDerivAt_pow 2 u
    exact (((hasDerivAt_pairSum hf c u).const_mul (2 * s)).fun_sub
      (hq.const_mul (pairSlope f c s))).congr_deriv (by ring)
  -- the gap to the parabola does not rise up to `s` and does not fall afterwards
  rcases le_total s t with hst | hts
  · have m : MonotoneOn (fun u => 2 * s * pairSum f c u - pairSlope f c s * u ^ 2) (Icc s t) :=
      monotoneOn_of_deriv_nonneg (convex_Icc s t)
        (fun u _ => (D u).continuousAt.continuousWithinAt)
        (fun u _ => (D u).differentiableAt.differentiableWithinAt)
        (fun u hu => by
          have hu' : u ∈ Icc s t := interior_subset hu
          rw [(D u).deriv]
          linarith [pairSlope_ratio_mono hf h4 hs hu'.1 (hu'.2.trans hth)])
    have k := m (left_mem_Icc.2 hst) (right_mem_Icc.2 hst) hst
    dsimp only at k
    linarith
  · have m : AntitoneOn (fun u => 2 * s * pairSum f c u - pairSlope f c s * u ^ 2) (Icc t s) :=
      antitoneOn_of_deriv_nonpos (convex_Icc t s)
        (fun u _ => (D u).continuousAt.continuousWithinAt)
        (fun u _ => (D u).differentiableAt.differentiableWithinAt)
        (fun u hu => by
          have hu' : u ∈ Icc t s := interior_subset hu
          rw [(D u).deriv]
          linarith [pairSlope_ratio_mono hf h4 (ht.trans hu'.1) hu'.2 hsh])
    have k := m (left_mem_Icc.2 hts) (right_mem_Icc.2 hts) hts
    dsimp only at k
    linarith

/-- If `f` is four times continuously differentiable with `f'''' ≥ 0` on `[c - h, c + h]`, the pair
sum lies on `[0, h]` below the even parabola that agrees with it at `0` and `h`; the statement is
multiplied by `h ^ 2`. -/
theorem pairSum_chord {f : ℝ → ℝ} (hf : ContDiff ℝ 4 f) {c h t : ℝ}
    (h4 : ∀ x ∈ Icc (c - h) (c + h), 0 ≤ iteratedDeriv 4 f x) (ht : 0 ≤ t) (hth : t ≤ h) :
    h ^ 2 * pairSum f c t ≤ (h ^ 2 - t ^ 2) * pairSum f c 0 + t ^ 2 * pairSum f c h := by
  rcases eq_or_lt_of_le ht with h0 | h0
  · have ht0 : t = 0 := h0.symm
    simp [ht0]
  · -- weigh the tangent bounds at the two ends
    have k1 := pairSum_tangent hf h4 ht hth le_rfl (ht.trans hth)
    have k2 := pairSum_tangent hf h4 ht hth (ht.trans hth) le_rfl
    have hw : 0 ≤ h ^ 2 - t ^ 2 := by nlinarith
    have m1 := mul_le_mul_of_nonneg_left k1 hw
    have m2 := mul_le_mul_of_nonneg_left k2 (sq_nonneg t)
    exact le_of_mul_le_mul_left (by linarith) h0

/-- The integral of a continuous function over `[c - h, c + h]` is the integral of its pair sum
over displacements from `0` to `h`. -/
theorem integral_pairSum {f : ℝ → ℝ} (hf : Continuous f) (c h : ℝ) :
    ∫ t in (0 : ℝ)..h, pairSum f c t = ∫ x in (c - h)..(c + h), f x := by
  have i1 : IntervalIntegrable (fun t => f (c + t)) MeasureTheory.volume 0 h :=
    (by fun_prop : Continuous fun t => f (c + t)).intervalIntegrable _ _
  have i2 : IntervalIntegrable (fun t => f (c - t)) MeasureTheory.volume 0 h :=
    (by fun_prop : Continuous fun t => f (c - t)).intervalIntegrable _ _
  simp only [pairSum]
  rw [intervalIntegral.integral_add i1 i2, intervalIntegral.integral_comp_add_left f c,
    intervalIntegral.integral_comp_sub_left f c, add_zero, sub_zero]
  have k := intervalIntegral.integral_add_adjacent_intervals
    (hf.intervalIntegrable (μ := MeasureTheory.volume) (c - h) c)
    (hf.intervalIntegrable (μ := MeasureTheory.volume) c (c + h))
  linarith

/-- The integral of an even parabola from `0` to `h`. -/
theorem integral_parabola (A B h : ℝ) :
    ∫ t in (0 : ℝ)..h, (A + B * t ^ 2) = A * h + B * h ^ 3 / 3 := by
  have i1 : IntervalIntegrable (fun _ : ℝ => A) MeasureTheory.volume 0 h :=
    continuous_const.intervalIntegrable _ _
  have i2 : IntervalIntegrable (fun t : ℝ => B * t ^ 2) MeasureTheory.volume 0 h :=
    (by fun_prop : Continuous fun t : ℝ => B * t ^ 2).intervalIntegrable _ _
  rw [intervalIntegral.integral_add i1 i2, intervalIntegral.integral_const,
    intervalIntegral.integral_const_mul, integral_pow, smul_eq_mul]
  push_cast
  ring

/-- If `f` is four times continuously differentiable with `f'''' ≥ 0` on `[a, b]`, `a < b`, its
integral lies between the two-point Gauss–Legendre value and Simpson's value. -/
theorem gaussTwo_le_integral_le_simpson {f : ℝ → ℝ} (hf : ContDiff ℝ 4 f) {a b : ℝ}
    (hab : a < b) (h4 : ∀ x ∈ Icc a b, 0 ≤ iteratedDeriv 4 f x) :
    gaussTwo f a b ≤ ∫ x in a..b, f x ∧ ∫ x in a..b, f x ≤ simpson f a b := by
  obtain ⟨c, h, rfl, rfl⟩ : ∃ c h, a = c - h ∧ b = c + h :=
    ⟨(a + b) / 2, (b - a) / 2, by ring, by ring⟩
  have hh : 0 < h := by linarith
  have hg : Continuous (pairSum f c) :=
    continuous_iff_continuousAt.2 fun t => (hasDerivAt_pairSum hf c t).continuousAt
  have hmid : (c - h + (c + h)) / 2 = c := by ring
  have hpar : ∀ A B : ℝ, IntervalIntegrable (fun t : ℝ => A + B * t ^ 2)
      MeasureTheory.volume 0 h := fun A B =>
    (by fun_prop : Continuous fun t : ℝ => A + B * t ^ 2).intervalIntegrable _ _
  have hmul : ∀ A : ℝ, IntervalIntegrable (fun t : ℝ => A * pairSum f c t)
      MeasureTheory.volume 0 h := fun A => (continuous_const.mul hg).intervalIntegrable _ _
  constructor
  · -- integrate the tangent parabola at the Gauss node
    have h3 : 0 < Real.sqrt 3 := Real.sqrt_pos.2 (by norm_num)
    obtain ⟨s, hsd⟩ : ∃ s, s = h / Real.sqrt 3 := ⟨_, rfl⟩
    have hs : 0 < s := by rw [hsd]; positivity
    have hs2 : s ^ 2 = h ^ 2 / 3 := by
      rw [hsd, div_pow, Real.sq_sqrt (by norm_num)]
    have hsh : s ≤ h := by nlinarith
    have hnode : (c + h - (c - h)) / (2 * Real.sqrt 3) = s := by
      rw [hsd, show c + h - (c - h) = 2 * h by ring, mul_div_mul_left _ _ two_ne_zero]
    have e : gaussTwo f (c - h) (c + h) = h * pairSum f c s := by
      simp only [gaussTwo, hmid, hnode, pairSum]
      ring
    have k := intervalIntegral.integral_mono_on hh.le
      (hpar (2 * s * pairSum f c s - pairSlope f c s * s ^ 2) (pairSlope f c s)) (hmul (2 * s))
      (fun t ht => by linarith [pairSum_tangent hf h4 hs.le hsh ht.1 ht.2])
    rw [integral_parabola, intervalIntegral.integral_const_mul,
      integral_pairSum hf.continuous, hs2] at k
    rw [e]
    exact le_of_mul_le_mul_left (by linarith) (by linarith : 0 < 2 * s)
  · -- integrate the chord parabola
    have e : simpson f (c - h) (c + h) = h / 3 * (pairSum f c h + 2 * pairSum f c 0) := by
      simp only [simpson, hmid, pairSum, add_zero, sub_zero]
      ring
    have k := intervalIntegral.integral_mono_on hh.le (hmul (h ^ 2))
      (hpar (h ^ 2 * pairSum f c 0) (pairSum f c h - pairSum f c 0))
      (fun t ht => by linarith [pairSum_chord hf h4 ht.1 ht.2])
    rw [integral_parabola, intervalIntegral.integral_const_mul,
      integral_pairSum hf.continuous] at k
    rw [e]
    exact le_of_mul_le_mul_left (by linarith) (by positivity : 0 < h ^ 2)

/-- If `f` is four times continuously differentiable with `f'''' ≥ 0` on `[a, b]`, `a < b`, the
mean of the Gauss and Simpson values misses the integral by at most half their difference. -/
theorem abs_integral_sub_mean_le {f : ℝ → ℝ} (hf : ContDiff ℝ 4 f) {a b : ℝ}
    (hab : a < b) (h4 : ∀ x ∈ Icc a b, 0 ≤ iteratedDeriv 4 f x) :
    |(∫ x in a..b, f x) - (gaussTwo f a b + simpson f a b) / 2|
      ≤ (simpson f a b - gaussTwo f a b) / 2 := by
  obtain ⟨h1, h2⟩ := gaussTwo_le_integral_le_simpson hf hab h4
  exact abs_le.2 ⟨by linarith, by linarith⟩

/-- Three fifths of the Gauss value plus two fifths of Simpson's value is the exact integral of
every polynomial of degree at most five. -/
theorem weighted_mean_exact (k : ℕ → ℝ) (a b : ℝ) :
    (3 * gaussTwo (fun x => ∑ i ∈ Finset.range 6, k i * x ^ i) a b
      + 2 * simpson (fun x => ∑ i ∈ Finset.range 6, k i * x ^ i) a b) / 5
      = ∫ x in a..b, ∑ i ∈ Finset.range 6, k i * x ^ i := by
  have h2 : ((b - a) / (2 * Real.sqrt 3)) ^ 2 = (b - a) ^ 2 / 12 := by
    rw [div_pow, mul_pow, Real.sq_sqrt (by norm_num)]
    norm_num
  rw [intervalIntegral.integral_finsetSum (fun i _ =>
    (by fun_prop : Continuous fun x : ℝ => k i * x ^ i).intervalIntegrable _ _)]
  simp only [intervalIntegral.integral_const_mul, integral_pow, gaussTwo, simpson,
    Finset.sum_range_succ, Finset.sum_range_zero]
  generalize (b - a) / (2 * Real.sqrt 3) = d at h2 ⊢
  have h4 : d ^ 4 = (b - a) ^ 4 / 144 := by
    rw [show d ^ 4 = (d ^ 2) ^ 2 by ring, h2]
    ring
  push_cast
  -- only even powers of the node displacement survive
  linear_combination
    (3 / 5 * (b - a) * (k 2 + 3 * k 3 * ((a + b) / 2) + 6 * k 4 * ((a + b) / 2) ^ 2
      + 10 * k 5 * ((a + b) / 2) ^ 3)) * h2
    + (3 / 5 * (b - a) * (k 4 + 5 * k 5 * ((a + b) / 2))) * h4

end

end TwoSidedQuadrature
```

```lean
#print axioms TwoSidedQuadrature.gaussTwo_le_integral_le_simpson
#print axioms TwoSidedQuadrature.abs_integral_sub_mean_le
#print axioms TwoSidedQuadrature.weighted_mean_exact
```

```
'TwoSidedQuadrature.gaussTwo_le_integral_le_simpson' depends on axioms: [propext, Classical.choice, Quot.sound]
'TwoSidedQuadrature.abs_integral_sub_mean_le' depends on axioms: [propext, Classical.choice, Quot.sound]
'TwoSidedQuadrature.weighted_mean_exact' depends on axioms: [propext, Classical.choice, Quot.sound]
```

The lemma `pairSlope_ratio_mono` is the first step: it gets the monotone third derivative from `h4`, then the convexity of the slope, and compares with displacement zero. `pairSum_tangent` treats $t\ge s$ and $t\le s$ separately, as a monotone and an antitone case. `pairSum_chord` is the weighted sum of two tangent bounds. These inequalities are kept free of denominators.

The main theorem writes $a=c-h$ and $b=c+h$, integrates each parabola bound with `integral_mono_on`, evaluates the two sides with `integral_parabola` and `integral_pairSum`, and cancels the positive factor $2s$ or $h^2$. For the weighted mean, Lean expands in powers of $x$ instead of $x-c$, and `linear_combination` inserts the second and fourth powers of the node displacement.

For your one-parameter free-energy integral, the bracket holds for the true integrand if that is four times continuously differentiable and its fourth derivative is non-negative over the whole coupling range. If the fourth derivative is non-positive there, both inequalities reverse. The step to simulation data is yours to justify: sampled averages carry statistical noise, which can exceed $S-G$ or even reverse the order of the two values.

The same folding works two orders lower. If $f''\ge 0$, then $g'\ge 0$ on $[0,h]$, so $g(0)\le g(t)\le g(h)$. Integrating shows that the midpoint value is at most the integral, which is at most the trapezoidal value.
